# Noninteracting particle–hole frequencies are orbital energy differences in a nonorthogonal basis

Let $H$ and $S$ be the real symmetric Hamiltonian and overlap matrices of a finite basis. Let the columns of $C$ and $V$ hold conduction and valence orbitals with energies $e_{c,i}$ and $e_{v,j}$, and set $P_c=CC^T$, $P_v=VV^T$. If the orbitals solve the generalized eigenvalue equations and each set is $S$-orthonormal, the nonzero eigenvalues of

$$A(X)=P_cHXSP_v-P_cSXHP_v$$

on real matrices $X$ are exactly the nonzero differences $e_{c,i}-e_{v,j}$. This is the bare gap operator of density-matrix response in an atomic-orbital basis, with $H$ held fixed and hence no Hartree or exchange–correlation feedback. Its nonzero eigenvalues are read as frequencies in units with $\hbar=1$.

In the code `n` labels basis functions, and `a` and `b` label the two orbital sets.

```lean
import Mathlib

open Matrix

namespace NonorthogonalResponse

variable {n a b : Type*} [Fintype n] [Fintype a] [Fintype b]
```

The particle–hole part of a response matrix is $\Pi(X)=P_cSXSP_v$. Here and in the next definition $P_c$ and $P_v$ may be any matrices; conditions on them enter theorem by theorem.

```lean
/-- The map `X ↦ Pc S X S Pv` acting on a response matrix in a basis with overlap `S`. -/
def proj (S Pc Pv X : Matrix n n ℝ) : Matrix n n ℝ :=
  Pc * S * X * S * Pv
```

The gap operator is $A$ as written above.

```lean
/-- The gap operator `A(X) = Pc H X S Pv - Pc S X H Pv` acting on a response matrix. -/
def gapOp (H S Pc Pv X : Matrix n n ℝ) : Matrix n n ℝ :=
  Pc * H * X * S * Pv - Pc * S * X * H * Pv
```

The amplitudes between orbitals are $x=C^TSXSV$, with one entry $x_{ij}$ per conduction–valence pair.

```lean
/-- The amplitudes `Cᵀ S X S V` of a response matrix between the orbitals in the columns of
`C` and those in the columns of `V`. -/
def amplitude (S : Matrix n n ℝ) (C : Matrix n a ℝ) (V : Matrix n b ℝ)
    (X : Matrix n n ℝ) : Matrix a b ℝ :=
  Cᵀ * S * X * S * V
```

## The projection and the range of the gap operator

Assume $P_cSP_c=P_c$ and $P_vSP_v=P_v$, the idempotency, in a nonorthogonal basis, of a density matrix whose orbitals all have occupation 1. A closed-shell density matrix with occupations 2 must be halved first. Then

$$\Pi(\Pi(X))=(P_cSP_c)SXS(P_vSP_v)=\Pi(X).$$

The proof regroups with `Matrix.mul_assoc` and rewrites with the two hypotheses.

```lean
/-- Projecting a response matrix twice is the same as projecting it once. -/
theorem proj_idempotent {S Pc Pv : Matrix n n ℝ} (hc : Pc * S * Pc = Pc)
    (hv : Pv * S * Pv = Pv) (X : Matrix n n ℝ) :
    proj S Pc Pv (proj S Pc Pv X) = proj S Pc Pv X := by
  calc proj S Pc Pv (proj S Pc Pv X)
      = (Pc * S * Pc) * S * X * S * (Pv * S * Pv) := by
        simp only [proj, Matrix.mul_assoc]
    _ = proj S Pc Pv X := by rw [hc, hv, proj]
```

The same regrouping in both terms of $A$ gives

$$\Pi(A(X))=(P_cSP_c)HXS(P_vSP_v)-(P_cSP_c)SXH(P_vSP_v)=A(X).$$

```lean
/-- The particle-hole projection leaves every output of the gap operator unchanged. -/
theorem proj_gapOp {S Pc Pv : Matrix n n ℝ} (hc : Pc * S * Pc = Pc)
    (hv : Pv * S * Pv = Pv) (H X : Matrix n n ℝ) :
    proj S Pc Pv (gapOp H S Pc Pv X) = gapOp H S Pc Pv X := by
  calc proj S Pc Pv (gapOp H S Pc Pv X)
      = (Pc * S * Pc) * H * X * S * (Pv * S * Pv)
        - (Pc * S * Pc) * S * X * H * (Pv * S * Pv) := by
        simp only [proj, gapOp, Matrix.mul_sub, Matrix.sub_mul, Matrix.mul_assoc]
    _ = gapOp H S Pc Pv X := by rw [hc, hv, gapOp]
```

If $A(X)=\omega X$, then $\omega\,\Pi(X)=\Pi(A(X))=A(X)=\omega X$. Dividing by $\omega\neq0$ gives $\Pi(X)=X$.

```lean
/-- An eigenmode of the gap operator with nonzero frequency is fixed by the particle-hole
projection. -/
theorem proj_eigenmode {H S Pc Pv X : Matrix n n ℝ} {ω : ℝ} (hc : Pc * S * Pc = Pc)
    (hv : Pv * S * Pv = Pv) (hω : ω ≠ 0) (hX : gapOp H S Pc Pv X = ω • X) :
    proj S Pc Pv X = X := by
  have h : ω • proj S Pc Pv X = ω • X := by
    have h0 := proj_gapOp hc hv H X
    rw [hX] at h0
    simpa only [proj, Matrix.mul_smul, Matrix.smul_mul] using h0
  calc proj S Pc Pv X = ω⁻¹ • (ω • proj S Pc Pv X) := (inv_smul_smul₀ hω _).symm
    _ = ω⁻¹ • (ω • X) := by rw [h]
    _ = X := inv_smul_smul₀ hω _
```

## A single particle–hole pair

Let $Hc=e_cSc$ and $Hv=e_vSv$, with $P_cSc=c$ and $P_vSv=v$. On the left, $P_cHc=e_cP_cSc=e_cc$. On the right, symmetry of $H$, $S$ and $P_v$ gives

$$v^TSP_v=(P_vSv)^T=v^T,\qquad v^THP_v=(P_vHv)^T=e_vv^T.$$

Therefore $A(cv^T)=e_c\,cv^T-e_v\,cv^T=(e_c-e_v)\,cv^T$. In Lean $cv^T$ is `vecMulVec c v`, and the three facts are `h1`, `h2` and `h3`.

```lean
/-- For generalized eigenvectors `c` and `v` in the two projected subspaces, the pair matrix
`c vᵀ` satisfies `A(c vᵀ) = (e_c - e_v) c vᵀ`. -/
theorem gapOp_pair {H S Pc Pv : Matrix n n ℝ} {c v : n → ℝ} {ec ev : ℝ}
    (hH : Hᵀ = H) (hS : Sᵀ = S) (hPv : Pvᵀ = Pv)
    (hc : H *ᵥ c = ec • (S *ᵥ c)) (hv : H *ᵥ v = ev • (S *ᵥ v))
    (hcP : (Pc * S) *ᵥ c = c) (hvP : (Pv * S) *ᵥ v = v) :
    gapOp H S Pc Pv (vecMulVec c v) = (ec - ev) • vecMulVec c v := by
  have h1 : (Pc * H) *ᵥ c = ec • c := by
    rw [← Matrix.mulVec_mulVec, hc, Matrix.mulVec_smul, Matrix.mulVec_mulVec, hcP]
  -- symmetry turns the action from the right into an action on `v`
  have h2 : v ᵥ* (S * Pv) = v := by
    rw [← Matrix.mulVec_transpose, Matrix.transpose_mul, hS, hPv, hvP]
  have h3 : v ᵥ* (H * Pv) = ev • v := by
    rw [← Matrix.mulVec_transpose, Matrix.transpose_mul, hH, hPv,
      ← Matrix.mulVec_mulVec, hv, Matrix.mulVec_smul, Matrix.mulVec_mulVec, hvP]
  rw [gapOp, Matrix.mul_assoc _ S Pv, Matrix.mul_assoc _ H Pv, Matrix.mul_vecMulVec,
    Matrix.mul_vecMulVec, Matrix.vecMulVec_mul, Matrix.vecMulVec_mul, h1, h2, hcP, h3]
  ext i j
  simp only [Matrix.sub_apply, Matrix.smul_apply, Matrix.vecMulVec_apply, Pi.smul_apply,
    smul_eq_mul]
  ring
```

## All pairs at once

Write $\varepsilon_c$ and $\varepsilon_v$ for the diagonal matrices of orbital energies, so that $HC=SC\varepsilon_c$ and $HV=SV\varepsilon_v$. Transposing the first equation gives $C^TH=\varepsilon_cC^TS$. Hence

$$A(X)=C(C^TH)XSVV^T-CC^TSX(HV)V^T=C(\varepsilon_cx-x\varepsilon_v)V^T.$$

The bracket has entries $(e_{c,i}-e_{v,j})x_{ij}$. Orthonormality is not yet needed.

```lean
/-- If the columns of `C` and `V` solve the generalized eigenvalue equations, the gap operator with
`Pc = C Cᵀ` and `Pv = V Vᵀ` sends `X` to `C (ε_c x - x ε_v) Vᵀ`, where `x` is the matrix of
amplitudes of `X` and `ε_c`, `ε_v` are the diagonal matrices of `ec` and `ev`. -/
theorem gapOp_orbitals [DecidableEq a] [DecidableEq b] {H S : Matrix n n ℝ}
    {C : Matrix n a ℝ} {V : Matrix n b ℝ} {ec : a → ℝ} {ev : b → ℝ}
    (hH : Hᵀ = H) (hS : Sᵀ = S)
    (hC : H * C = S * C * diagonal ec) (hV : H * V = S * V * diagonal ev)
    (X : Matrix n n ℝ) :
    gapOp H S (C * Cᵀ) (V * Vᵀ) X =
      C * (diagonal ec * amplitude S C V X - amplitude S C V X * diagonal ev) * Vᵀ := by
  have hC' : Cᵀ * H = diagonal ec * (Cᵀ * S) := by
    have h := congrArg Matrix.transpose hC
    simpa only [Matrix.transpose_mul, Matrix.diagonal_transpose, hH, hS] using h
  calc gapOp H S (C * Cᵀ) (V * Vᵀ) X
      = C * (Cᵀ * H) * X * S * V * Vᵀ - C * (Cᵀ * S * X * (H * V)) * Vᵀ := by
        simp only [gapOp, Matrix.mul_assoc]
    _ = _ := by
        rw [hC', hV]
        simp only [amplitude, Matrix.mul_sub, Matrix.sub_mul, Matrix.mul_assoc]
```

With $C^TSC=1$ and $V^TSV=1$, the amplitudes of $CEV^T$ are $(C^TSC)E(V^TSV)=E$ for any matrix $E$.

```lean
/-- For orthonormal orbitals, the response matrix `C E Vᵀ` has amplitudes `E`. -/
theorem amplitude_expand [DecidableEq a] [DecidableEq b] {S : Matrix n n ℝ}
    {C : Matrix n a ℝ} {V : Matrix n b ℝ} (hCC : Cᵀ * S * C = 1) (hVV : Vᵀ * S * V = 1)
    (E : Matrix a b ℝ) : amplitude S C V (C * E * Vᵀ) = E := by
  calc amplitude S C V (C * E * Vᵀ) = (Cᵀ * S * C) * E * (Vᵀ * S * V) := by
        simp only [amplitude, Matrix.mul_assoc]
    _ = E := by rw [hCC, hVV, Matrix.one_mul, Matrix.mul_one]
```

Now suppose $A(X)=\omega X$ with $X\neq0$ and $\omega\neq0$. Taking amplitudes of both sides gives $\varepsilon_cx-x\varepsilon_v=\omega x$ (`hD`), or entry by entry

$$\bigl(\omega-(e_{c,i}-e_{v,j})\bigr)x_{ij}=0.$$

If $\omega$ were none of the differences, $x$ would vanish. Then $\omega X=A(X)=0$, which contradicts $X\neq0$.

Conversely, let $E_{ij}$ have a single entry 1 at $(i,j)$ and take $X=CE_{ij}V^T$. Its amplitudes are $E_{ij}\neq0$, so $X\neq0$, and $A(X)=(e_{c,i}-e_{v,j})X$.

The theorem assumes the orbitals rather than constructing them. It requires neither orthogonality between the two sets nor any ordering of their energies, so a difference may be negative.

```lean
/-- A nonzero number is an eigenvalue of the gap operator exactly when it is a difference
`e_c - e_v` of orbital energies. -/
theorem gapOp_spectrum [DecidableEq a] [DecidableEq b] {H S : Matrix n n ℝ}
    {C : Matrix n a ℝ} {V : Matrix n b ℝ} {ec : a → ℝ} {ev : b → ℝ} {ω : ℝ}
    (hH : Hᵀ = H) (hS : Sᵀ = S)
    (hC : H * C = S * C * diagonal ec) (hV : H * V = S * V * diagonal ev)
    (hCC : Cᵀ * S * C = 1) (hVV : Vᵀ * S * V = 1) (hω : ω ≠ 0) :
    (∃ X, X ≠ 0 ∧ gapOp H S (C * Cᵀ) (V * Vᵀ) X = ω • X) ↔ ∃ i j, ω = ec i - ev j := by
  constructor
  · rintro ⟨X, hX0, hX⟩
    rw [gapOp_orbitals hH hS hC hV] at hX
    -- compare the amplitudes of both sides of the eigenvalue equation
    have hD : diagonal ec * amplitude S C V X - amplitude S C V X * diagonal ev
        = ω • amplitude S C V X := by
      rw [← amplitude_expand hCC hVV (diagonal ec * amplitude S C V X
        - amplitude S C V X * diagonal ev), hX]
      simp only [amplitude, Matrix.mul_smul, Matrix.smul_mul]
    by_contra hne
    have hx : amplitude S C V X = 0 := by
      ext i j
      have hij := congrArg (fun M => M i j) hD
      simp only [Matrix.sub_apply, Matrix.diagonal_mul, Matrix.mul_diagonal,
        Matrix.smul_apply, smul_eq_mul] at hij
      have h0 : (ω - (ec i - ev j)) * amplitude S C V X i j = 0 := by
        linear_combination -hij
      exact (mul_eq_zero.mp h0).resolve_left
        (sub_ne_zero.mpr fun h => hne ⟨i, j, h⟩)
    rw [hD, hx, smul_zero, Matrix.mul_zero, Matrix.zero_mul] at hX
    exact hX0 ((smul_eq_zero.mp hX.symm).resolve_left hω)
  · rintro ⟨i, j, rfl⟩
    -- excite a single pair of orbitals
    refine ⟨C * Matrix.single i j (1 : ℝ) * Vᵀ, fun h => ?_, ?_⟩
    · have h1 := amplitude_expand hCC hVV (Matrix.single i j (1 : ℝ))
      rw [h] at h1
      have h2 := congrArg (fun M => M i j) h1
      simp [amplitude] at h2
    · have hE : diagonal ec * Matrix.single i j (1 : ℝ)
          - Matrix.single i j (1 : ℝ) * diagonal ev
          = (ec i - ev j) • Matrix.single i j (1 : ℝ) := by
        ext k l
        simp only [Matrix.sub_apply, Matrix.diagonal_mul, Matrix.mul_diagonal,
          Matrix.smul_apply, smul_eq_mul, Matrix.single_apply]
        by_cases h : i = k ∧ j = l
        · obtain ⟨rfl, rfl⟩ := h
          simp
        · simp [h]
      rw [gapOp_orbitals hH hS hC hV, amplitude_expand hCC hVV, hE, Matrix.mul_smul,
        Matrix.smul_mul]
```

## Two overlapping basis functions

Take

$$H=\begin{pmatrix}3&3\\3&4\end{pmatrix},\qquad S=\begin{pmatrix}1&1\\1&2\end{pmatrix}.$$

```lean
/-- A Hamiltonian matrix for two overlapping basis functions. -/
def exH : Matrix (Fin 2) (Fin 2) ℝ := !![3, 3; 3, 4]

/-- An overlap matrix for two nonorthogonal basis functions. -/
def exS : Matrix (Fin 2) (Fin 2) ℝ := !![1, 1; 1, 2]
```

For $c=(1,0)^T$, $Hc=(3,3)^T=3Sc$; for $v=(-1,1)^T$, $Hv=(0,1)^T=Sv$. The energies are 3 and 1, and the density matrices are $P_c=cc^T$ and $P_v=vv^T$. With $X=cv^T=\begin{pmatrix}-1&1\\0&0\end{pmatrix}$, the two terms of $A(X)$ are $3X$ and $X$, so $A(X)=2X$. The next theorem confirms the hypotheses used for the projection and for the single pair.

```lean
/-- The matrices `exH`, `exS` with the density matrices of `c = (1, 0)` and `v = (-1, 1)`
satisfy the projector and eigenvector relations, with energies 3 and 1. -/
theorem gapOp_pair_witness :
    exHᵀ = exH ∧ exSᵀ = exS ∧ (!![1, -1; -1, 1] : Matrix (Fin 2) (Fin 2) ℝ)ᵀ = !![1, -1; -1, 1] ∧
    !![1, 0; 0, 0] * exS * !![1, 0; 0, 0] = !![1, 0; 0, 0] ∧
    !![1, -1; -1, 1] * exS * !![1, -1; -1, 1] = !![1, -1; -1, 1] ∧
    exH *ᵥ ![1, 0] = (3 : ℝ) • (exS *ᵥ ![1, 0]) ∧
    exH *ᵥ ![-1, 1] = (1 : ℝ) • (exS *ᵥ ![-1, 1]) ∧
    (!![1, 0; 0, 0] * exS) *ᵥ ![1, 0] = ![1, 0] ∧
    (!![1, -1; -1, 1] * exS) *ᵥ ![-1, 1] = ![-1, 1] := by
  refine ⟨?_, ?_, ?_, ?_, ?_, ?_, ?_, ?_, ?_⟩
  iterate 5
    · ext i j
      fin_cases i <;> fin_cases j <;>
        simp [exH, exS, Matrix.mul_apply, Fin.sum_univ_succ] <;> norm_num
  all_goals
    ext i
    fin_cases i <;>
      simp [exH, exS, Matrix.mulVec, dotProduct, Matrix.mul_apply, Fin.sum_univ_succ] <;>
      norm_num
```

As one-column matrices, the same vectors serve as $C$ and $V$.

```lean
/-- The coefficient column `(1, 0)` of the first orbital. -/
def exC : Matrix (Fin 2) (Fin 1) ℝ := !![1; 0]

/-- The coefficient column `(-1, 1)` of the second orbital. -/
def exV : Matrix (Fin 2) (Fin 1) ℝ := !![-1; 1]
```

They are normalized, since $c^TSc=1$ and $v^TSv=1$, and they solve the generalized eigenvalue equations, so they meet the orbital conditions of `gapOp_spectrum`.

```lean
/-- The orbitals `exC` and `exV` are normalized and solve the generalized eigenvalue
equations of `exH` and `exS` with energies 3 and 1. -/
theorem gapOp_spectrum_witness :
    exH * exC = exS * exC * diagonal (fun _ : Fin 1 => (3 : ℝ)) ∧
    exH * exV = exS * exV * diagonal (fun _ : Fin 1 => (1 : ℝ)) ∧
    exCᵀ * exS * exC = 1 ∧ exVᵀ * exS * exV = 1 := by
  refine ⟨?_, ?_, ?_, ?_⟩ <;> ext i j <;> fin_cases i <;> fin_cases j <;>
    simp [exH, exS, exC, exV, Matrix.mul_apply, Fin.sum_univ_succ] <;> norm_num

end NonorthogonalResponse
```

The same numbers show what fails at $\omega=0$. Let $Y=vc^T=\begin{pmatrix}-1&0\\1&0\end{pmatrix}$. Since $P_cHv=0$ and $P_cSv=0$, both $A(Y)$ and $\Pi(Y)$ vanish. Thus $Y$ is an eigenvector of $A$ with eigenvalue zero that the projection does not fix, and zero is an eigenvalue although the only difference $e_c-e_v$ is 2. This zero is not a physical frequency. It arises because the projection removes $Y$; without the projection, $HYS-SYH=-2\,SYS$, which is the frequency $e_v-e_c=-2$ of the reverse transition.

```lean
#print axioms NonorthogonalResponse.proj_idempotent
#print axioms NonorthogonalResponse.proj_eigenmode
#print axioms NonorthogonalResponse.gapOp_pair
#print axioms NonorthogonalResponse.gapOp_spectrum
```

```
'NonorthogonalResponse.proj_idempotent' depends on axioms: [propext, Classical.choice, Quot.sound]
'NonorthogonalResponse.proj_eigenmode' depends on axioms: [propext, Classical.choice, Quot.sound]
'NonorthogonalResponse.gapOp_pair' depends on axioms: [propext, Classical.choice, Quot.sound]
'NonorthogonalResponse.gapOp_spectrum' depends on axioms: [propext, Classical.choice, Quot.sound]
```
